# For $B>0$ and $m\neq 0$, the planar Dirac Hamiltonian has no eigenvalue $-m$

Let $X=\Pi_x$ and $Y=\Pi_y$ be symmetric operators on a complex inner-product space $V$, with $[X,Y]=iB$ and $B>0$, and let $m$ be a nonzero real number. Then $-m$ is never an eigenvalue of

$$H=\sigma_xX+\sigma_yY+m\sigma_z ,$$

while $m$ is an eigenvalue exactly when $X+iY$ annihilates a nonzero vector. Every other eigenvalue $E\neq\pm m$ comes with $-E$.

The commutator represents a uniform perpendicular magnetic field, with $\hbar$, the velocity and the magnitude of the charge absorbed into the units. The sign of $B$ is that of the charge times the field component along $z$, so for electrons $B>0$ means a field pointing along $-z$. In a non-interacting, single-valley model of a gapped two-dimensional Dirac material, the result places the zeroth Landau level at one edge of the zero-field gap only.

## The two coupled equations

Write $D=X+iY$ and $D'=X-iY$. Expanding the products gives

$$DD'=X^2+Y^2-i[X,Y]=X^2+Y^2+B,\qquad D'D=X^2+Y^2-B,$$

so $DD'=D'D+2B$. Since $X$ and $Y$ are symmetric, $\langle D'v,w\rangle=\langle v,Dw\rangle$, and therefore

$$\|D'v\|^2=\langle v,DD'v\rangle=\langle v,D'Dv\rangle+2B\|v\|^2=\|Dv\|^2+2B\|v\|^2 .$$

If $D'v=0$, the right-hand side vanishes, which forces $v=0$: $D'$ is injective.

For a spinor $\psi=(u,v)$, the equation $H\psi=E\psi$ reads $mu+D'v=Eu$ and $Du-mv=Ev$, that is,

$$D'v=(E-m)u,\qquad Du=(E+m)v .$$

- **$E=m$.** The first equation gives $D'v=0$, so $v=0$, and the second becomes $Du=0$. Conversely, every $(u,0)$ with $Du=0$ is a solution.
- **$E=-m$.** Now $Du=0$ and $D'v=-2mu$. Hence $\|D'v\|^2=\langle v,DD'v\rangle=-2m\langle v,Du\rangle=0$, so $D'v=0$ and $v=0$. Then $-2mu=0$ gives $u=0$, because $m\neq0$.
- **$E\neq\pm m$.** Take $u'=(E-m)u$ and $v'=-(E+m)v$. Then $D'v'=-(E+m)(E-m)u=(-E-m)u'$ and $Du'=(E-m)(E+m)v=(-E+m)v'$, so $(u',v')$ solves the equations for $-E$. It is nonzero because both factors are.

## Levels for $m=3$, $B=8$

In the oscillator representation $D=\sqrt{2B}\,a=4a$ and $D'=4a^\dagger$. The spinor $(|0\rangle,0)$ has energy $3$. For the next levels, put $u=\alpha|1\rangle$ and $v=\beta|0\rangle$. The equations become $4\beta=(E-3)\alpha$ and $4\alpha=(E+3)\beta$, so $E^2=9+16=25$. The normalised solutions are

$$E=5:\ \tfrac{1}{\sqrt5}\,(2|1\rangle,|0\rangle),\qquad E=-5:\ \tfrac{1}{\sqrt5}\,(|1\rangle,-2|0\rangle).$$

At $E=-3$ one would need $u=c|0\rangle$ and $4a^\dagger v=-6c|0\rangle$. The left side has no $|0\rangle$ component, so $c=0$ and then $v=0$.

## Truncating the oscillator basis in code

A program that keeps the states $|0\rangle,\dots,|N-1\rangle$ in both components makes the truncated $a^\dagger$ annihilate $|N-1\rangle$. The spinor $(0,|N-1\rangle)$ then appears as a spurious eigenvector with energy $-m$. Keeping one more oscillator state in the upper component than in the lower one restores the injectivity of $D'$ and removes this level.

## The Hamiltonian in Lean

The space `V` is not assumed complete, and a nonzero `V` satisfying the hypotheses cannot be: symmetric operators defined on a whole Hilbert space are bounded, and bounded operators never satisfy $[X,Y]=iB$ with $B\neq0$. Here `V` plays the part of a common domain that both momenta map into itself, such as the Schwartz functions. In nonzero finite dimension the commutation relation fails, since a commutator has trace zero and $iB$ times the identity does not.

```lean
import Mathlib

open Complex Module.End
open scoped InnerProductSpace

namespace DiracLandauAsymmetry

noncomputable section

/- Remark: the commutation relation has no nonzero finite-dimensional realisation. The standard
one lives on finite combinations of harmonic-oscillator states and is not constructed here. -/

variable {V : Type*} [NormedAddCommGroup V] [InnerProductSpace ℂ V]
```

Spinors are pairs in `V × V`, with $u$ as `ψ.1` and $v$ as `ψ.2`. The next three definitions write out the Pauli matrices as block maps.

```lean
/-- The operator `σ_x A` on two-component spinors. -/
def sigmaX (A : V →ₗ[ℂ] V) : V × V →ₗ[ℂ] V × V :=
  (A ∘ₗ LinearMap.snd ℂ V V).prod (A ∘ₗ LinearMap.fst ℂ V V)

/-- The operator `σ_y A` on two-component spinors. -/
def sigmaY (A : V →ₗ[ℂ] V) : V × V →ₗ[ℂ] V × V :=
  ((-I) • (A ∘ₗ LinearMap.snd ℂ V V)).prod (I • (A ∘ₗ LinearMap.fst ℂ V V))

/-- The operator `σ_z A` on two-component spinors. -/
def sigmaZ (A : V →ₗ[ℂ] V) : V × V →ₗ[ℂ] V × V :=
  (A ∘ₗ LinearMap.fst ℂ V V).prod (-(A ∘ₗ LinearMap.snd ℂ V V))
```

Their sum is the Hamiltonian, with a real mass of either sign.

```lean
/-- The planar Dirac Hamiltonian `σ_x Π_x + σ_y Π_y + m σ_z`. -/
def dirac (X Y : V →ₗ[ℂ] V) (m : ℝ) : Module.End ℂ (V × V) :=
  sigmaX X + sigmaY Y + sigmaZ ((m : ℂ) • LinearMap.id)
```

The operators $D$ and $D'$ are `piPlus` and `piMinus`.

```lean
/-- The combination `Π_x + i Π_y` of the kinetic momenta. -/
def piPlus (X Y : V →ₗ[ℂ] V) : V →ₗ[ℂ] V := X + I • Y

/-- The combination `Π_x - i Π_y` of the kinetic momenta. -/
def piMinus (X Y : V →ₗ[ℂ] V) : V →ₗ[ℂ] V := X - I • Y
```

## Injectivity from the commutator

The adjoint relation follows by expanding the inner product, which is conjugate-linear in its first argument, and using `IsSymmetric` for each momentum.

```lean
/-- For symmetric momenta, `Π_x - i Π_y` is the formal adjoint of `Π_x + i Π_y`. -/
theorem inner_piMinus {X Y : V →ₗ[ℂ] V} (hX : X.IsSymmetric) (hY : Y.IsSymmetric) (v w : V) :
    ⟪piMinus X Y v, w⟫_ℂ = ⟪v, piPlus X Y w⟫_ℂ := by
  change ⟪X v - I • Y v, w⟫_ℂ = ⟪v, X w + I • Y w⟫_ℂ
  rw [inner_sub_left, inner_smul_left, inner_add_right, inner_smul_right, hX v w, hY v w,
    Complex.conj_I]
  ring
```

The hypothesis `hc` states $[X,Y]=iB$ vector by vector. Multiplied by $-2i$, it supplies the term $2B$.

```lean
/-- In a field `B` the two momentum combinations, applied in opposite orders, differ by `2B`. -/
theorem piPlus_piMinus {X Y : V →ₗ[ℂ] V} {B : ℝ}
    (hc : ∀ v, X (Y v) - Y (X v) = (I * B) • v) (v : V) :
    piPlus X Y (piMinus X Y v) = piMinus X Y (piPlus X Y v) + (2 * B : ℂ) • v := by
  have h := hc v
  have h' : (-2 * I) • (I * B) • v = (2 * B : ℂ) • v := by
    rw [smul_smul]
    congr 1
    linear_combination (-2 * B : ℂ) * I_mul_I
  change X (X v - I • Y v) + I • Y (X v - I • Y v)
    = X (X v + I • Y v) - I • Y (X v + I • Y v) + (2 * B : ℂ) • v
  simp only [map_add, map_sub, map_smul]
  linear_combination (norm := module) (-2 * I) • h + h'
```

The norm identity moves one factor across the inner product, commutes, and moves it back. It is derived in ℂ and then cast to real numbers.

```lean
/-- The squared norms of `(Π_x - i Π_y) v` and `(Π_x + i Π_y) v` differ by `2B ‖v‖²`. -/
theorem norm_sq_piMinus {X Y : V →ₗ[ℂ] V} {B : ℝ} (hX : X.IsSymmetric) (hY : Y.IsSymmetric)
    (hc : ∀ v, X (Y v) - Y (X v) = (I * B) • v) (v : V) :
    ‖piMinus X Y v‖ ^ 2 = ‖piPlus X Y v‖ ^ 2 + 2 * B * ‖v‖ ^ 2 := by
  have n : ∀ x : V, ⟪x, x⟫_ℂ = ((‖x‖ ^ 2 : ℝ) : ℂ) := fun x => by
    simp [inner_self_eq_norm_sq_to_K]
  -- move one factor across the inner product, commute, and move it back
  have hadj : ⟪v, piMinus X Y (piPlus X Y v)⟫_ℂ = ⟪piPlus X Y v, piPlus X Y v⟫_ℂ := by
    rw [← inner_conj_symm, inner_piMinus hX hY, inner_conj_symm]
  have h : ⟪piMinus X Y v, piMinus X Y v⟫_ℂ
      = ⟪piPlus X Y v, piPlus X Y v⟫_ℂ + (2 * B : ℂ) * ⟪v, v⟫_ℂ := by
    rw [inner_piMinus hX hY, piPlus_piMinus hc, inner_add_right, inner_smul_right, hadj]
  rw [n, n, n] at h
  exact_mod_cast h
```

Positivity of $B$ enters here: a nonzero $v$ with $D'v=0$ would make a strictly positive number equal to zero.

```lean
/-- For `B > 0` the operator `Π_x - i Π_y` annihilates only the zero vector. -/
theorem eq_zero_of_piMinus {X Y : V →ₗ[ℂ] V} {B : ℝ} (hX : X.IsSymmetric) (hY : Y.IsSymmetric)
    (hB : 0 < B) (hc : ∀ v, X (Y v) - Y (X v) = (I * B) • v) {v : V}
    (hv : piMinus X Y v = 0) : v = 0 := by
  by_contra hne
  have h := norm_sq_piMinus hX hY hc v
  rw [hv, norm_zero] at h
  have h1 : 0 < 2 * B * ‖v‖ ^ 2 := by
    have := norm_pos_iff.2 hne
    positivity
  nlinarith [sq_nonneg ‖piPlus X Y v‖]
```

## Eigenvalues and the threshold

The Hamiltonian's two components are computed first; rearranging them gives the coupled equations for any complex $E$.

```lean
/-- The Dirac eigenvalue equation is a pair of first-order equations coupling the upper and
lower spinor components. -/
theorem dirac_eq_smul_iff (X Y : V →ₗ[ℂ] V) (m : ℝ) (E : ℂ) (ψ : V × V) :
    dirac X Y m ψ = E • ψ ↔
      piMinus X Y ψ.2 = (E - m) • ψ.1 ∧ piPlus X Y ψ.1 = (E + m) • ψ.2 := by
  have e1 : (dirac X Y m ψ).1 = (m : ℂ) • ψ.1 + piMinus X Y ψ.2 := by
    change X ψ.2 + (-I) • Y ψ.2 + (m : ℂ) • ψ.1 = (m : ℂ) • ψ.1 + (X ψ.2 - I • Y ψ.2)
    module
  have e2 : (dirac X Y m ψ).2 = piPlus X Y ψ.1 - (m : ℂ) • ψ.2 := by
    change X ψ.1 + I • Y ψ.1 + -((m : ℂ) • ψ.2) = X ψ.1 + I • Y ψ.1 - (m : ℂ) • ψ.2
    module
  rw [Prod.ext_iff, e1, e2, Prod.smul_fst, Prod.smul_snd]
  constructor
  · rintro ⟨h1, h2⟩
    exact ⟨by linear_combination (norm := module) h1, by linear_combination (norm := module) h2⟩
  · rintro ⟨h1, h2⟩
    exact ⟨by linear_combination (norm := module) h1, by linear_combination (norm := module) h2⟩
```

Mathlib's `HasEigenvalue` is translated into the existence of a nonzero solution. It concerns eigenvectors in `V × V` only, so continuous spectrum and self-adjoint extensions are not addressed.

```lean
/-- A number is an eigenvalue exactly when some nonzero spinor solves the eigenvalue equation. -/
theorem hasEigenvalue_iff_exists (H : Module.End ℂ (V × V)) (E : ℂ) :
    HasEigenvalue H E ↔ ∃ ψ : V × V, ψ ≠ 0 ∧ H ψ = E • ψ := by
  constructor
  · intro h
    obtain ⟨ψ, hψ⟩ := h.exists_hasEigenvector
    exact ⟨ψ, hψ.2, hψ.apply_eq_smul⟩
  · rintro ⟨ψ, h0, h⟩
    exact hasEigenvalue_of_hasEigenvector ⟨mem_eigenspace_iff.2 h, h0⟩
```

The solutions at $E=m$ are described completely, and this description also holds for $m=0$.

```lean
/-- For `B > 0` the solutions of `H ψ = m ψ` are the spinors with vanishing lower component whose
upper component is annihilated by `Π_x + i Π_y`. -/
theorem dirac_eq_mass_iff {X Y : V →ₗ[ℂ] V} {B : ℝ} (hX : X.IsSymmetric) (hY : Y.IsSymmetric)
    (hB : 0 < B) (hc : ∀ v, X (Y v) - Y (X v) = (I * B) • v) (m : ℝ) (ψ : V × V) :
    dirac X Y m ψ = (m : ℂ) • ψ ↔ piPlus X Y ψ.1 = 0 ∧ ψ.2 = 0 := by
  rw [dirac_eq_smul_iff, sub_self, zero_smul]
  constructor
  · rintro ⟨h1, h2⟩
    have hv := eq_zero_of_piMinus hX hY hB hc h1
    exact ⟨by rw [h2, hv, smul_zero], hv⟩
  · rintro ⟨h1, h2⟩
    exact ⟨by rw [h2, map_zero], by rw [h1, h2, smul_zero]⟩
```

In the main theorem, the first half follows the case $E=-m$ above, with `hm` used only to conclude $u=0$. The second half passes between $u$ and $(u,0)$. Whether $D$ has a nonzero kernel depends on the choice of $V$, $X$ and $Y$ and is left as a condition. The asymmetry concerns which of the numbers $\pm m$ is an eigenvalue; it is not the regularised difference between the numbers of positive and negative levels that often bears the same name.

```lean
/-- Spectral asymmetry: for `B > 0` and `m ≠ 0`, `-m` is never an eigenvalue of the Dirac
Hamiltonian, while `m` is one exactly when `Π_x + i Π_y` annihilates a nonzero vector. -/
theorem spectral_asymmetry {X Y : V →ₗ[ℂ] V} {B m : ℝ} (hX : X.IsSymmetric)
    (hY : Y.IsSymmetric) (hB : 0 < B) (hc : ∀ v, X (Y v) - Y (X v) = (I * B) • v)
    (hm : m ≠ 0) :
    ¬ HasEigenvalue (dirac X Y m) (-(m : ℂ)) ∧
      (HasEigenvalue (dirac X Y m) (m : ℂ) ↔ ∃ u : V, u ≠ 0 ∧ piPlus X Y u = 0) := by
  constructor
  · rw [hasEigenvalue_iff_exists]
    rintro ⟨ψ, h0, h⟩
    obtain ⟨h1, h2⟩ := (dirac_eq_smul_iff X Y m _ ψ).1 h
    rw [neg_add_cancel, zero_smul] at h2
    -- `Π_x - i Π_y` annihilates the lower component, which therefore vanishes
    have h3 : piMinus X Y ψ.2 = 0 := by
      apply (inner_self_eq_zero (𝕜 := ℂ)).1
      rw [inner_piMinus hX hY, h1, map_smul, h2, smul_zero, inner_zero_right]
    have hv := eq_zero_of_piMinus hX hY hB hc h3
    have hk : -(m : ℂ) - m ≠ 0 := by
      intro hk
      have hz : (m : ℂ) = 0 := by linear_combination (-1 / 2 : ℂ) * hk
      exact hm (by exact_mod_cast hz)
    rw [h3] at h1
    exact h0 (Prod.ext ((smul_eq_zero.1 h1.symm).resolve_left hk) hv)
  · rw [hasEigenvalue_iff_exists]
    constructor
    · rintro ⟨ψ, h0, h⟩
      obtain ⟨hu, hv⟩ := (dirac_eq_mass_iff hX hY hB hc m ψ).1 h
      exact ⟨ψ.1, fun h1 => h0 (Prod.ext h1 hv), hu⟩
    · rintro ⟨u, h0, hu⟩
      exact ⟨(u, 0), fun h => h0 (congrArg Prod.fst h),
        (dirac_eq_mass_iff hX hY hB hc m (u, 0)).2 ⟨hu, rfl⟩⟩
```

The pairing theorem needs neither symmetry nor the commutator, because it uses only the coupled equations and the rescaled spinor. It pairs eigenvalues without comparing their multiplicities.

```lean
/-- Away from `m` and `-m` the eigenvalues come in pairs: if `E` is an eigenvalue of the Dirac
Hamiltonian, so is `-E`. -/
theorem eigenvalue_pairing {X Y : V →ₗ[ℂ] V} {m : ℝ} {E : ℂ} (h1 : E ≠ m) (h2 : E ≠ -m)
    (hE : HasEigenvalue (dirac X Y m) E) : HasEigenvalue (dirac X Y m) (-E) := by
  rw [hasEigenvalue_iff_exists] at hE ⊢
  obtain ⟨ψ, h0, h⟩ := hE
  obtain ⟨e1, e2⟩ := (dirac_eq_smul_iff X Y m E ψ).1 h
  have k1 : E - m ≠ 0 := sub_ne_zero.2 h1
  have k2 : -(E + m) ≠ 0 := fun hk => h2 (by linear_combination -hk)
  -- rescale the two components with opposite relative sign
  refine ⟨((E - m) • ψ.1, (-(E + m)) • ψ.2), fun hz => h0 ?_, ?_⟩
  · exact Prod.ext ((smul_eq_zero.1 (congrArg Prod.fst hz)).resolve_left k1)
      ((smul_eq_zero.1 (congrArg Prod.snd hz)).resolve_left k2)
  · rw [dirac_eq_smul_iff]
    constructor
    · simp only [map_smul, e1]
      module
    · simp only [map_smul, e2]
      module

end

end DiracLandauAsymmetry
```

```lean
#print axioms DiracLandauAsymmetry.spectral_asymmetry
-- 'DiracLandauAsymmetry.spectral_asymmetry' depends on axioms: [propext, Classical.choice, Quot.sound]
#print axioms DiracLandauAsymmetry.eigenvalue_pairing
-- 'DiracLandauAsymmetry.eigenvalue_pairing' depends on axioms: [propext, Classical.choice, Quot.sound]
```
